# The boxcar transmission that draws the least heat at fixed current in a single-channel thermoelectric

Let non-interacting electrons pass through one channel between a hot left reservoir, with temperature $T_L$ and chemical potential $0$, and a cold right one, with temperature $T_R$ and chemical potential $V$, where $T_L>T_R>0$. Write $T(E)\in[0,1]$ for the measurable transmission, $f_L,f_R$ for the Fermi functions, $g=f_L-f_R$, and

$$I=\int T g\,dE,\qquad J=\int E\,T g\,dE,\qquad E_0=\frac{V T_L}{T_L-T_R}.$$

Then $J\ge E_0 I$, and equality forces $I=0$. For every $E_1\ge E_0$, the transmission $B$ that equals $1$ on $[E_0,E_1]$ and $0$ elsewhere has the least $J$ among all transmissions with the same $I$.

Temperatures are in energy units, and the common factor $1/h$ is left out of both currents. For $V>0$, electrons moving right gain electrochemical energy $V$ each, so in these units $VI$ is the power delivered and $J$ the heat current drawn from the hot side. For non-interacting electrons in one channel, the result gives a benchmark against which a computed transmission function can be compared.

## From the sign of $g$ to the two inequalities

A Fermi function decreases with $(E-\mu)/\tau$, where $\tau$ is its temperature and $\mu$ its chemical potential. Hence

$$g(E)>0\iff \frac{E}{T_L}<\frac{E-V}{T_R}\iff V T_L<E(T_L-T_R)\iff E>E_0,$$

and likewise $g(E)<0$ exactly when $E<E_0$.

The integrals converge because each Fermi function differs from the step $\theta(-E)$ by at most $e^{(|\mu|-|E|)/\tau}$. The step is common to both and cancels in $g$, so $Tg$ and $E\,Tg$ are integrable. For any constant $c$,

$$J-cI=\int (E-c)\,T g\,dE .$$

**At $c=E_0$**, the factors $E-E_0$ and $g$ have the same sign, so the integrand is nonnegative and $J\ge E_0I$. If equality holds, the integrand vanishes almost everywhere. Since $(E-E_0)g\neq0$ away from $E_0$, this gives $T=0$ almost everywhere and $I=0$. Multiplying the bound by $1-T_R/T_L$ yields

$$VI\le\left(1-\frac{T_R}{T_L}\right)J .$$

This is Carnot's limit for the present model, obtained from the Fermi functions and not from a general second law.

**At $c=E_1$**, compare $T$ with $B$ through $(E-E_1)(T-B)g$:

- For $E<E_0$, $B=0$, while $E-E_1<0$ and $g<0$.
- For $E_0\le E\le E_1$, $T-B=T-1\le0$, while $E-E_1\le0$ and $g\ge0$.
- For $E>E_1$, $B=0$, while $E-E_1>0$ and $g>0$.

The product is nonnegative in each case. Integration gives

$$J[T]-J[B]\ge E_1\,(I[T]-I[B]).$$

Equal currents therefore imply $J[T]\ge J[B]$. If the heats are equal too, the product vanishes almost everywhere, and so $T=B$ almost everywhere. If $V\ge0$, then $E_1\ge E_0\ge0$, and $I[T]\ge I[B]$ is already enough for $J[T]\ge J[B]$.

## A boxcar with $T_L=2$, $T_R=1$, $V=1$

In a common energy unit, $E_0=1\cdot2/(2-1)=2$. Both Fermi exponents equal $1$ there, and the Carnot factor is $1/2$. Take $E_1=4$. Since $\int f\,dE=-\tau\ln(1+e^{-(E-\mu)/\tau})$,

$$I=2\ln\frac{1+e^{-1}}{1+e^{-2}}-\ln\frac{1+e^{-1}}{1+e^{-3}}\approx0.108 .$$

All current flows at energies between $2$ and $4$, so $2I<J<4I$. The efficiency $VI/J$ thus lies between $1/4$ and the Carnot value $1/2$.

## Reservoirs, transmission and currents in Lean

```lean
import Mathlib

open MeasureTheory

namespace ThermoelectricBoxcar

noncomputable section
```

Temperatures are in energy units, and the electron charge is absorbed into $V$.

```lean
/-- Fermi function at temperature `τ` (in energy units) and chemical potential `μ`. -/
def fermi (τ μ E : ℝ) : ℝ := 1 / (Real.exp ((E - μ) / τ) + 1)
```

The function $g$ is `window`, and $E_0$ is `crossingEnergy`.

```lean
/-- Difference of the left (`μ = 0`) and right (`μ = V`) Fermi functions. -/
def window (TL TR V E : ℝ) : ℝ := fermi TL 0 E - fermi TR V E

/-- The energy `V TL / (TL - TR)`. -/
def crossingEnergy (TL TR V : ℝ) : ℝ := V * TL / (TL - TR)
```

The bound $T\le1$ expresses a single channel. Measurability is the only regularity required.

```lean
/-- A transmission function: measurable, with values in `[0,1]`. -/
structure IsTransmission (T : ℝ → ℝ) : Prop where
  meas : Measurable T
  nonneg : ∀ E, 0 ≤ T E
  le_one : ∀ E, T E ≤ 1
```

The Landauer-type expressions for the currents are taken as definitions, with the factor $1/h$ removed. They describe elastic, coherent transport; inelastic scattering and heat carried by phonons are absent. Because the left chemical potential is zero, the heat per electron leaving that reservoir is $E$.

```lean
/-- Particle current, in units of the inverse Planck constant. -/
def current (TL TR V : ℝ) (T : ℝ → ℝ) : ℝ := ∫ E, T E * window TL TR V E

/-- Heat current leaving the left reservoir, whose chemical potential is zero, in units of the
inverse Planck constant. -/
def heat (TL TR V : ℝ) (T : ℝ → ℝ) : ℝ := ∫ E, E * (T E * window TL TR V E)

/-- Full transmission between the energies `a` and `b`, none elsewhere. -/
def boxcar (a b : ℝ) : ℝ → ℝ := (Set.Icc a b).indicator (fun _ => 1)
```

## The crossing energy and convergent integrals

The theorems allow any real $V$ unless they state a sign. In `window_sign`, the auxiliary `key` turns a comparison of Fermi functions into one of their exponents; clearing denominators then gives the chain of equivalences above.

```lean
variable {TL TR V : ℝ} {T : ℝ → ℝ}

/-- The hot left reservoir has the larger occupation exactly above the crossing energy,
and the smaller one exactly below it. -/
theorem window_sign (hR : 0 < TR) (h : TR < TL) (E : ℝ) :
    (0 < window TL TR V E ↔ crossingEnergy TL TR V < E) ∧
    (window TL TR V E < 0 ↔ E < crossingEnergy TL TR V) := by
  have hL : 0 < TL := hR.trans h
  have hd : 0 < TL - TR := sub_pos.mpr h
  have key : ∀ a b c d : ℝ, fermi a b E < fermi c d E ↔ (E - d) / c < (E - b) / a := by
    intro a b c d
    unfold fermi
    rw [one_div_lt_one_div (by positivity) (by positivity), add_lt_add_iff_right,
      Real.exp_lt_exp]
  unfold window crossingEnergy
  constructor
  · rw [sub_pos, key, div_lt_div_iff₀ hL hR, div_lt_iff₀ hd]
    constructor <;> intro h' <;> nlinarith
  · rw [sub_neg, key, div_lt_div_iff₀ hR hL, lt_div_iff₀ hd]
    constructor <;> intro h' <;> nlinarith
```

The next lemma makes the tail estimate quantitative. After `h1` bounds the tail by an exponential, `h2` uses $x^3/3!\le e^x$ with $x=(1+|E|)/\tau$. Together with $1+E^2\le(1+|E|)^2$, this bounds $(1+|E|)$ times the tail by $K/(1+E^2)$.

```lean
/-- A Fermi function differs from the step at zero energy by a tail that, even when
multiplied by `1 + |E|`, is bounded by a Lorentzian. -/
theorem fermi_decay {τ : ℝ} (hτ : 0 < τ) (μ : ℝ) : ∃ K : ℝ, ∀ E : ℝ,
    (1 + |E|) * |fermi τ μ E - if E < 0 then 1 else 0| ≤ K * (1 + E ^ 2)⁻¹ := by
  refine ⟨6 * τ ^ 3 * Real.exp ((|μ| + 1) / τ), fun E => ?_⟩
  -- exponential smallness of the tail
  have h1 : |fermi τ μ E - if E < 0 then 1 else 0| ≤ Real.exp ((|μ| - |E|) / τ) := by
    have hy := Real.exp_pos ((E - μ) / τ)
    have hf : 0 ≤ fermi τ μ E := by unfold fermi; positivity
    split_ifs with hE
    · have hf1 : fermi τ μ E ≤ 1 := by
        unfold fermi
        rw [div_le_one (by positivity)]
        linarith
      have hf2 : 1 - Real.exp ((E - μ) / τ) ≤ fermi τ μ E := by
        unfold fermi
        rw [le_div_iff₀ (by positivity)]
        nlinarith
      rw [abs_sub_comm, abs_of_nonneg (sub_nonneg.mpr hf1)]
      refine le_trans (by linarith) (Real.exp_le_exp.mpr
        (div_le_div_of_nonneg_right (?_ : E - μ ≤ |μ| - |E|) hτ.le))
      rw [abs_of_neg hE]
      linarith [neg_abs_le μ]
    · have hf2 : fermi τ μ E ≤ Real.exp (-((E - μ) / τ)) := by
        unfold fermi
        rw [Real.exp_neg, ← one_div]
        exact one_div_le_one_div_of_le hy (by linarith)
      rw [sub_zero, abs_of_nonneg hf]
      refine hf2.trans (Real.exp_le_exp.mpr ?_)
      rw [← neg_div]
      refine div_le_div_of_nonneg_right ?_ hτ.le
      rw [abs_of_nonneg (not_lt.mp hE)]
      linarith [le_abs_self μ]
  -- the exponential beats a cubic power
  have h2 := Real.pow_div_factorial_le_exp ((1 + |E|) / τ) (by positivity) 3
  have h6 : ((Nat.factorial 3 : ℕ) : ℝ) = 6 := by norm_num [Nat.factorial]
  rw [h6, div_pow, div_div, div_le_iff₀ (by positivity)] at h2
  have h3 : 1 + E ^ 2 ≤ (1 + |E|) ^ 2 := by nlinarith [sq_abs E, abs_nonneg E]
  rw [← div_eq_mul_inv, le_div_iff₀ (by positivity)]
  refine (mul_le_mul_of_nonneg_left h3 (by positivity)).trans ?_
  have h4 := mul_le_mul h2 h1 (abs_nonneg _) (by positivity)
  rw [show (|μ| + 1) / τ = (1 + |E|) / τ + (|μ| - |E|) / τ by ring, Real.exp_add]
  linarith
```

The triangle inequality through the common step transfers this bound to `window`, and the integrable Lorentzian dominates both current integrands.

```lean
/-- The integrands of the particle current and of the heat current are integrable. -/
theorem integrable_currents (hL : 0 < TL) (hR : 0 < TR) (hT : IsTransmission T) :
    Integrable (fun E => T E * window TL TR V E) ∧
    Integrable (fun E => E * (T E * window TL TR V E)) := by
  obtain ⟨K, hK⟩ := fermi_decay hL 0
  obtain ⟨K', hK'⟩ := fermi_decay hR V
  have mf : ∀ τ μ : ℝ, Measurable (fermi τ μ) := fun τ μ =>
    ((Real.measurable_exp.comp ((measurable_id.sub_const μ).div_const τ)).add_const 1).const_div 1
  have mg : Measurable (fun E => T E * window TL TR V E) :=
    hT.meas.mul ((mf TL 0).sub (mf TR V))
  have dom : ∀ f : ℝ → ℝ, Measurable f →
      (∀ E, |f E| ≤ (1 + |E|) * |window TL TR V E|) → Integrable f := by
    intro f hf hb
    refine (integrable_inv_one_add_sq.const_mul (K + K')).mono' hf.aestronglyMeasurable
      (ae_of_all _ fun E => ?_)
    have tri := abs_sub_le (fermi TL 0 E) (if E < 0 then 1 else 0) (fermi TR V E)
    rw [abs_sub_comm (if E < 0 then (1 : ℝ) else 0)] at tri
    have := mul_le_mul_of_nonneg_left tri (by positivity : 0 ≤ 1 + |E|)
    rw [Real.norm_eq_abs]
    refine (hb E).trans (this.trans ?_)
    linarith [hK E, hK' E]
  constructor
  · refine dom _ mg fun E => ?_
    rw [abs_mul, abs_of_nonneg (hT.nonneg E)]
    exact mul_le_mul_of_nonneg_right (by linarith [hT.le_one E, abs_nonneg E]) (abs_nonneg _)
  · refine dom _ (measurable_id.mul mg) fun E => ?_
    rw [abs_mul, abs_mul, abs_of_nonneg (hT.nonneg E), ← mul_assoc]
    exact mul_le_mul_of_nonneg_right
      (by nlinarith [hT.le_one E, abs_nonneg E]) (abs_nonneg _)
```

Linearity of the integral now gives the formula for $J-cI$.

```lean
/-- Heat current minus `c` times the particle current is the integral of the spectral
current weighted with `E - c`, and this integrand is integrable. -/
theorem heat_sub_current (hL : 0 < TL) (hR : 0 < TR) (hT : IsTransmission T) (c : ℝ) :
    Integrable (fun E => (E - c) * (T E * window TL TR V E)) ∧
    heat TL TR V T - c * current TL TR V T = ∫ E, (E - c) * (T E * window TL TR V E) := by
  obtain ⟨h1, h2⟩ := integrable_currents (V := V) hL hR hT
  have e : (fun E => (E - c) * (T E * window TL TR V E)) =
      fun E => E * (T E * window TL TR V E) - c * (T E * window TL TR V E) := by
    ext E
    ring
  rw [e]
  refine ⟨h2.sub (h1.const_mul c), ?_⟩
  rw [integral_sub h2 (h1.const_mul c), integral_const_mul]
  rfl
```

## The Carnot bound and its equality case

`carnot_bound` states both the inequality and what equality implies. Here `pos` is the sign argument at $c=E_0$, and `hz` says that a nonnegative integrand with zero integral vanishes almost everywhere. The single energy $E_0$, where $g=0$, is discarded as a null set.

```lean
/-- The heat current is at least the crossing energy times the particle current; equality
forces the transmission to vanish almost everywhere and the particle current to be zero. -/
theorem carnot_bound (hR : 0 < TR) (h : TR < TL) (hT : IsTransmission T) :
    crossingEnergy TL TR V * current TL TR V T ≤ heat TL TR V T ∧
    (heat TL TR V T = crossingEnergy TL TR V * current TL TR V T →
      T =ᵐ[volume] 0 ∧ current TL TR V T = 0) := by
  obtain ⟨hi, he⟩ := heat_sub_current (V := V) (hR.trans h) hR hT (crossingEnergy TL TR V)
  have pos : ∀ E, 0 ≤ (E - crossingEnergy TL TR V) * (T E * window TL TR V E) := by
    intro E
    obtain ⟨sp, sn⟩ := window_sign (V := V) hR h E
    rcases lt_trichotomy E (crossingEnergy TL TR V) with hE | hE | hE
    · nlinarith [mul_nonneg (sub_nonneg.mpr hE.le)
        (mul_nonneg (hT.nonneg E) (neg_nonneg.mpr (sn.mpr hE).le))]
    · rw [sub_eq_zero.mpr hE, zero_mul]
    · exact mul_nonneg (sub_nonneg.mpr hE.le) (mul_nonneg (hT.nonneg E) (sp.mpr hE).le)
  have pos' : (0 : ℝ → ℝ) ≤
      fun E => (E - crossingEnergy TL TR V) * (T E * window TL TR V E) := pos
  have hn : 0 ≤ heat TL TR V T - crossingEnergy TL TR V * current TL TR V T := by
    rw [he]
    exact integral_nonneg pos'
  refine ⟨sub_nonneg.mp hn, fun heq => ?_⟩
  rw [heq, sub_self] at he
  have hz := (integral_eq_zero_iff_of_nonneg pos' hi).mp he.symm
  have hne : ∀ᵐ E : ℝ, E ≠ crossingEnergy TL TR V := by simp [ae_iff]
  have hT0 : T =ᵐ[volume] 0 := by
    filter_upwards [hz, hne] with E h0 hE
    obtain ⟨sp, sn⟩ := window_sign (V := V) hR h E
    have hg : window TL TR V E ≠ 0 := by
      rcases lt_or_gt_of_ne hE with h' | h'
      · exact (sn.mpr h').ne
      · exact (sp.mpr h').ne'
    simpa [sub_eq_zero, hE, hg] using h0
  refine ⟨hT0, integral_eq_zero_of_ae ?_⟩
  filter_upwards [hT0] with E h0
  simp [h0]
```

The power bound follows on multiplication by the positive Carnot factor.

```lean
/-- The electrical power `V I` is at most the Carnot factor `1 - TR / TL` times the heat
current leaving the hot reservoir. -/
theorem power_le_carnot (hR : 0 < TR) (h : TR < TL) (hT : IsTransmission T) :
    V * current TL TR V T ≤ (1 - TR / TL) * heat TL TR V T := by
  have hL : 0 < TL := hR.trans h
  have hd : TL - TR ≠ 0 := (sub_pos.mpr h).ne'
  have e : 1 - TR / TL = (TL - TR) / TL := by rw [sub_div, div_self hL.ne']
  have hV : (TL - TR) / TL * crossingEnergy TL TR V = V := by
    unfold crossingEnergy
    field_simp
  have := mul_le_mul_of_nonneg_left (carnot_bound (V := V) hR h hT).1
    (div_pos (sub_pos.mpr h) hL).le
  rwa [← mul_assoc, hV, ← e] at this
```

## Minimality and uniqueness of the boxcar

The boxcar is itself an admissible transmission, and `boxcar_pointwise` carries out the three-interval comparison.

```lean
/-- The boxcar is a transmission function. -/
theorem boxcar_isTransmission (a b : ℝ) : IsTransmission (boxcar a b) := by
  refine ⟨measurable_const.indicator measurableSet_Icc, fun E => ?_, fun E => ?_⟩ <;>
  · unfold boxcar
    rw [Set.indicator_apply]
    split_ifs <;> norm_num

/-- At every energy, replacing the boxcar from the crossing energy to `E1` by another transmission
function does not lower the spectral current multiplied by the signed difference `E - E1`. -/
theorem boxcar_pointwise (hR : 0 < TR) (h : TR < TL) (hT : IsTransmission T) {E1 : ℝ}
    (h1 : crossingEnergy TL TR V ≤ E1) (E : ℝ) :
    (E - E1) * (boxcar (crossingEnergy TL TR V) E1 E * window TL TR V E) ≤
      (E - E1) * (T E * window TL TR V E) := by
  obtain ⟨-, sn⟩ := window_sign (V := V) hR h E
  unfold boxcar
  rcases lt_or_ge E (crossingEnergy TL TR V) with hE | hE
  · rw [Set.indicator_of_notMem (fun hm => absurd hm.1 (not_le.mpr hE))]
    nlinarith [mul_nonneg (sub_nonneg.mpr (hE.le.trans h1))
      (mul_nonneg (hT.nonneg E) (neg_nonneg.mpr (sn.mpr hE).le))]
  · have hg : 0 ≤ window TL TR V E := not_lt.mp fun hg => absurd (sn.mp hg) (not_lt.mpr hE)
    rcases le_or_gt E E1 with hE1 | hE1
    · rw [Set.indicator_of_mem (Set.mem_Icc.mpr ⟨hE, hE1⟩)]
      nlinarith [mul_nonneg (sub_nonneg.mpr hE1)
        (mul_nonneg (sub_nonneg.mpr (hT.le_one E)) hg)]
    · rw [Set.indicator_of_notMem (fun hm => absurd hm.2 (not_le.mpr hE1))]
      nlinarith [mul_nonneg (sub_nonneg.mpr hE1.le) (mul_nonneg (hT.nonneg E) hg)]
```

In the main theorem, `hI` is the condition of equal current, and `integral_mono` integrates the pointwise inequality. For uniqueness, the energies $E_0$ and $E_1$ are removed, so that both $g$ and $E-E_1$ can be cancelled. At $E_1=E_0$ the boxcar is a single point and carries no current. The theorem starts from a given $E_1$; it does not say which currents can be reached by varying it.

```lean
/-- Among all transmission functions with the same particle current, the boxcar from the
crossing energy to `E1` has the least heat current, and it is the only minimizer up to
a null set of energies. -/
theorem boxcar_minimizes_heat (hR : 0 < TR) (h : TR < TL) (hT : IsTransmission T) {E1 : ℝ}
    (h1 : crossingEnergy TL TR V ≤ E1)
    (hI : current TL TR V T = current TL TR V (boxcar (crossingEnergy TL TR V) E1)) :
    heat TL TR V (boxcar (crossingEnergy TL TR V) E1) ≤ heat TL TR V T ∧
    (heat TL TR V T = heat TL TR V (boxcar (crossingEnergy TL TR V) E1) →
      T =ᵐ[volume] boxcar (crossingEnergy TL TR V) E1) := by
  have hL := hR.trans h
  obtain ⟨i1, e1⟩ := heat_sub_current (V := V) hL hR hT E1
  obtain ⟨i2, e2⟩ := heat_sub_current (V := V) hL hR
    (boxcar_isTransmission (crossingEnergy TL TR V) E1) E1
  have hp := boxcar_pointwise (V := V) hR h hT h1
  rw [hI] at e1
  refine ⟨by linarith [integral_mono i2 i1 hp], fun hJ => ?_⟩
  -- equal heat: the nonnegative difference of the integrands has zero integral
  have hs := integral_sub i1 i2
  rw [← e1, ← e2, hJ, sub_self] at hs
  have hz := (integral_eq_zero_iff_of_nonneg
    (fun E => sub_nonneg.mpr (hp E)) (i1.sub i2)).mp hs
  have n0 : ∀ᵐ E : ℝ, E ≠ crossingEnergy TL TR V := by simp [ae_iff]
  have n1 : ∀ᵐ E : ℝ, E ≠ E1 := by simp [ae_iff]
  filter_upwards [hz, n0, n1] with E h0 hE hE1
  obtain ⟨sp, sn⟩ := window_sign (V := V) hR h E
  have hg : window TL TR V E ≠ 0 := by
    rcases lt_or_gt_of_ne hE with h' | h'
    · exact (sn.mpr h').ne
    · exact (sp.mpr h').ne'
  have h0' : (E - E1) * (T E * window TL TR V E) -
      (E - E1) * (boxcar (crossingEnergy TL TR V) E1 E * window TL TR V E) = 0 := h0
  exact mul_right_cancel₀ hg (mul_left_cancel₀ (sub_ne_zero.mpr hE1) (sub_eq_zero.mp h0'))
```

The last theorem replaces equal current by at least the boxcar's current, at the price of `hV : 0 ≤ V`. That hypothesis makes $E_1$ nonnegative, as the final multiplication requires. At the same temperatures and the same $V>0$, a transmission delivering at least the boxcar's power therefore draws at least its heat. Devices operated at different values of $V$ are not compared.

```lean
/-- For `V ≥ 0`, every transmission function that carries at least the particle current of
the boxcar also draws at least its heat current. -/
theorem boxcar_least_heat_for_power (hR : 0 < TR) (h : TR < TL) (hV : 0 ≤ V)
    (hT : IsTransmission T) {E1 : ℝ} (h1 : crossingEnergy TL TR V ≤ E1)
    (hI : current TL TR V (boxcar (crossingEnergy TL TR V) E1) ≤ current TL TR V T) :
    heat TL TR V (boxcar (crossingEnergy TL TR V) E1) ≤ heat TL TR V T := by
  have hL := hR.trans h
  obtain ⟨i1, e1⟩ := heat_sub_current (V := V) hL hR hT E1
  obtain ⟨i2, e2⟩ := heat_sub_current (V := V) hL hR
    (boxcar_isTransmission (crossingEnergy TL TR V) E1) E1
  have hE1 : 0 ≤ E1 :=
    le_trans (div_nonneg (mul_nonneg hV hL.le) (sub_pos.mpr h).le) h1
  have := integral_mono i2 i1 (boxcar_pointwise (V := V) hR h hT h1)
  linarith [mul_le_mul_of_nonneg_left hI hE1]

end

end ThermoelectricBoxcar
```

```lean
#print axioms ThermoelectricBoxcar.power_le_carnot
#print axioms ThermoelectricBoxcar.boxcar_minimizes_heat
#print axioms ThermoelectricBoxcar.boxcar_least_heat_for_power
```

```
'ThermoelectricBoxcar.power_le_carnot' depends on axioms: [propext, Classical.choice, Quot.sound]
'ThermoelectricBoxcar.boxcar_minimizes_heat' depends on axioms: [propext, Classical.choice, Quot.sound]
'ThermoelectricBoxcar.boxcar_least_heat_for_power' depends on axioms: [propext, Classical.choice, Quot.sound]
```
